# Two spin-free kinetic matrices, equal exactly when the positive definite small-component matrix preserves the range of an injective gradient

Let $D$ be a real $m\times n$ matrix that takes the $n$ basis coefficients $x$ of the large component to its discretised gradient $Dx$. Let $M$ be the symmetric $m\times m$ matrix that multiplies the small component. In atomic units it represents $2+(\varepsilon-V)/c^2$, with potential $V$, speed of light $c$ and orbital energy $\varepsilon$, measured from the electron's rest energy $c^2$. The rows of $D$ refer to an orthonormal representation of the small component. On a quadrature grid with positive weights, each row is a gradient component at a grid point times the square root of the weight, and $M$ is diagonal.

Two conditions are assumed:

- $D$ is injective: no nonzero coefficient vector has zero gradient. Linearly dependent basis functions violate this, and so does a constant function in a periodic basis.
- $M$ is positive definite. On a grid this means $2c^2+\varepsilon-V>0$ at every point, as for an attractive potential and $\varepsilon>-2c^2$.

## The difference as a weighted square

Direct elimination in the Dirac equation, once its spin-dependent term is dropped, amounts to solving $Ms=Dx$ for the small component $s$, here scaled by $c$. It gives the kinetic matrix

$$T_e=D^TM^{-1}D.$$

The spin-free modified Dirac equation restricts $s$ to a gradient, $s=Da$, where $a$ is the pseudo-large amplitude. Projecting $Ms=Dx$ with $D^T$ gives $D^TMDa=D^TDx$, so $a=Kx$ and

$$K=(D^TMD)^{-1}D^TD,\qquad T_m=D^TDK.$$

For $M=2\cdot 1$ both kinetic matrices are the non-relativistic $D^TD/2$, and $K=1/2$. An amplitude normalised to equal $x$ in that limit is therefore $2Kx$.

With $R=M^{-1}D-DK$, the difference between the two small components as a matrix acting on $x$,

$$T_e-T_m=R^TMR .$$

This is positive semidefinite, and it is zero exactly when $M$ maps the range of $D$ into itself.

## Comparing scalar-relativistic codes

The result bears on comparisons between one-electron scalar-relativistic codes that use these two forms in a finite basis at fixed $M$. Agreement should not be expected in general, but the sign of the difference is known: $x^TT_ex\ge x^TT_mx$ for every $x$. If both matrices come from the same $D$ and $M$, and the two conditions above hold, a negative eigenvalue of $T_e-T_m$ beyond rounding error points to a fault in their assembly. Mixing analytic integrals in one matrix with quadrature in the other breaks this premise.

## From transversality to the equality condition

For $x\ne0$, injectivity gives $Dx\neq0$, so $x^TD^TMDx>0$ and $D^TMD$ is invertible. Taking $M=1$ shows that $D^TD$ is invertible too.

Multiplying $R$ by $M$ gives $MR=D-MDK$, hence

$$D^TMR=D^TD-D^TMDK=0 .$$

Thus $MR$ is transverse in the discrete sense: its columns are orthogonal to the gradient of every basis function. Since $M$ is symmetric,

$$R^TMR=(D^TM^{-1}-K^TD^T)MR=D^TR-K^TD^TMR=D^TR=T_e-T_m .$$

For a single vector, $x^T(T_e-T_m)x=(Rx)^TM(Rx)\ge0$. This is zero exactly when $Rx=0$, or equivalently $MRx=0$, which reads $MDKx=Dx$.

Suppose $T_e=T_m$. Given $x$, put $z=(D^TD)^{-1}D^TMDx$. Then $Kz=x$, and the single-vector condition at $z$ gives $MDx=Dz$, which lies in the range of $D$.

Conversely, suppose $M$ preserves that range. Given $x$, choose $y$ with $MDKx=Dy$. Then $MRx=D(x-y)$, and

$$|MRx|^2=(x-y)^TD^TMRx=0 .$$

So $MR=0$, and $T_e-T_m=R^TMR=0$. If $D$ is square and invertible, its range is the whole space and the two matrices always agree.

## One basis function and two channels

Take

$$D=\begin{pmatrix}1\\0\end{pmatrix},\quad M=\begin{pmatrix}2&1\\1&1\end{pmatrix},\quad M^{-1}=\begin{pmatrix}1&-1\\-1&2\end{pmatrix}.$$

The two channels are orthonormal small-component functions, not Cartesian directions, which a scalar potential does not couple. The entries are chosen for simple arithmetic and do not model an ordinary atom: the diagonal entry $1$ requires an average $V-\varepsilon$ of $c^2$.

Then $T_e=1$, $D^TMD=2$, $K=1/2$ and $T_m=1/2$. The residual is $R=(1/2,-1)^T$, with $MR=(0,-1/2)^T$, which is transverse, and $R^TMR=1/2$ as required.

A diagonal $M$ can also produce a difference. For $D=(1,1)^T$ and $M=\mathrm{diag}(2,4)$, one gradient component at two grid points, $T_e-T_m=3/4-2/3=1/12$.

## The Lean file

```lean
import Mathlib

open Matrix

namespace SpinSeparation

noncomputable section

variable {m n : Type*} [Fintype m] [Fintype n] [DecidableEq m] [DecidableEq n]

/-- Spin-free kinetic matrix `Dᵀ M⁻¹ D` from direct elimination of the small component,
for a gradient matrix `D` and an invertible `M`. -/
def eliminatedKinetic (D : Matrix m n ℝ) (M : Matrix m m ℝ) : Matrix n n ℝ :=
  Dᵀ * M⁻¹ * D

/-- Pseudo-large amplitude `(Dᵀ M D)⁻¹ Dᵀ D` as a linear function of the large component,
for invertible `Dᵀ M D`. -/
def pseudoLarge (D : Matrix m n ℝ) (M : Matrix m m ℝ) : Matrix n n ℝ :=
  (Dᵀ * M * D)⁻¹ * (Dᵀ * D)

/-- Spin-free kinetic matrix `Dᵀ D (Dᵀ M D)⁻¹ Dᵀ D` of the modified equation, in which the
small component is a gradient; the domain is invertible `Dᵀ M D`. -/
def modifiedKinetic (D : Matrix m n ℝ) (M : Matrix m m ℝ) : Matrix n n ℝ :=
  Dᵀ * D * pseudoLarge D M

/-- The small component of direct elimination minus that of the modified equation,
for invertible `M` and `Dᵀ M D`. -/
def residual (D : Matrix m n ℝ) (M : Matrix m m ℝ) : Matrix m n ℝ :=
  M⁻¹ * D - D * pseudoLarge D M

omit [DecidableEq m] [DecidableEq n] in
/-- The transposed gradient matrix is the adjoint of the gradient matrix. -/
theorem gradient_adjoint (D : Matrix m n ℝ) (v : n → ℝ) (w : m → ℝ) :
    (D *ᵥ v) ⬝ᵥ w = v ⬝ᵥ (Dᵀ *ᵥ w) := by
  rw [Matrix.mulVec_transpose, dotProduct_comm v, ← Matrix.dotProduct_mulVec,
    dotProduct_comm]

omit [DecidableEq m] in
/-- For a gradient matrix of full column rank and positive definite `M`, the matrix
`Dᵀ M D` has nonzero determinant. -/
theorem gram_det_ne_zero {D : Matrix m n ℝ} {M : Matrix m m ℝ}
    (hD : Function.Injective D.mulVec) (hM : M.PosDef) : (Dᵀ * M * D).det ≠ 0 := by
  intro h
  obtain ⟨v, hv, h0⟩ := Matrix.exists_mulVec_eq_zero_iff.mpr h
  have hDv : D *ᵥ v ≠ 0 := fun h => hv (hD (h.trans (Matrix.mulVec_zero D).symm))
  have hp := hM.dotProduct_mulVec_pos hDv
  rw [star_trivial, gradient_adjoint, Matrix.mulVec_mulVec, Matrix.mulVec_mulVec,
    h0, dotProduct_zero] at hp
  exact lt_irrefl _ hp

/-- `M` times the residual is the large-component gradient minus `M` times the gradient
of the pseudo-large amplitude. -/
theorem mul_residual (D : Matrix m n ℝ) {M : Matrix m m ℝ} (hM : M.PosDef) :
    M * residual D M = D - M * (D * pseudoLarge D M) := by
  rw [residual, Matrix.mul_sub,
    Matrix.mul_nonsing_inv_cancel_left _ _ hM.det_pos.ne'.isUnit]

/-- `M` times the residual is transverse: the adjoint of the gradient annihilates it. -/
theorem residual_transverse {D : Matrix m n ℝ} {M : Matrix m m ℝ}
    (hD : Function.Injective D.mulVec) (hM : M.PosDef) :
    Dᵀ * (M * residual D M) = 0 := by
  have h : Dᵀ * (M * (D * pseudoLarge D M)) = Dᵀ * M * D * pseudoLarge D M := by
    simp only [Matrix.mul_assoc]
  rw [mul_residual D hM, Matrix.mul_sub, h, pseudoLarge,
    Matrix.mul_nonsing_inv_cancel_left _ _ (gram_det_ne_zero hD hM).isUnit, sub_self]

/-- The two spin-free kinetic matrices differ by the `M`-weighted square of the residual. -/
theorem kinetic_difference {D : Matrix m n ℝ} {M : Matrix m m ℝ}
    (hD : Function.Injective D.mulVec) (hM : M.PosDef) :
    eliminatedKinetic D M - modifiedKinetic D M
      = (residual D M)ᵀ * M * residual D M := by
  have hs : Mᵀ = M := by
    have h := hM.isHermitian.eq
    rwa [Matrix.conjTranspose_eq_transpose_of_trivial] at h
  have ht : (residual D M)ᵀ = Dᵀ * M⁻¹ - (pseudoLarge D M)ᵀ * Dᵀ := by
    rw [residual, Matrix.transpose_sub, Matrix.transpose_mul M⁻¹ D,
      Matrix.transpose_mul D _, Matrix.transpose_nonsing_inv, hs]
  -- the cross term vanishes because `M * residual` is transverse
  calc eliminatedKinetic D M - modifiedKinetic D M = Dᵀ * residual D M := by
        simp only [eliminatedKinetic, modifiedKinetic, residual, Matrix.mul_sub,
          Matrix.mul_assoc]
    _ = Dᵀ * (M⁻¹ * M) * residual D M
          - (pseudoLarge D M)ᵀ * (Dᵀ * (M * residual D M)) := by
        rw [Matrix.nonsing_inv_mul _ hM.det_pos.ne'.isUnit, residual_transverse hD hM,
          Matrix.mul_one, Matrix.mul_zero, sub_zero]
    _ = (residual D M)ᵀ * M * residual D M := by
        rw [ht]
        simp only [Matrix.sub_mul, Matrix.mul_assoc]

/-- The two kinetic energies of a large component `x` agree exactly when `M` times the
gradient of its pseudo-large amplitude equals the gradient of `x`. -/
theorem energy_eq_iff {D : Matrix m n ℝ} {M : Matrix m m ℝ}
    (hD : Function.Injective D.mulVec) (hM : M.PosDef) (x : n → ℝ) :
    x ⬝ᵥ ((eliminatedKinetic D M - modifiedKinetic D M) *ᵥ x) = 0 ↔
      M *ᵥ (D *ᵥ (pseudoLarge D M *ᵥ x)) = D *ᵥ x := by
  have key : x ⬝ᵥ ((eliminatedKinetic D M - modifiedKinetic D M) *ᵥ x)
      = (residual D M *ᵥ x) ⬝ᵥ (M *ᵥ (residual D M *ᵥ x)) := by
    rw [kinetic_difference hD hM, gradient_adjoint]
    simp only [Matrix.mulVec_mulVec, Matrix.mul_assoc]
  have hr : M *ᵥ (residual D M *ᵥ x)
      = D *ᵥ x - M *ᵥ (D *ᵥ (pseudoLarge D M *ᵥ x)) := by
    rw [Matrix.mulVec_mulVec, mul_residual D hM, Matrix.sub_mulVec,
      ← Matrix.mulVec_mulVec, ← Matrix.mulVec_mulVec]
  rw [key]
  constructor
  · intro h
    have h0 : residual D M *ᵥ x = 0 := by
      by_contra hne
      have hp := hM.dotProduct_mulVec_pos hne
      rw [star_trivial, h] at hp
      exact lt_irrefl _ hp
    rw [h0, Matrix.mulVec_zero] at hr
    exact (sub_eq_zero.mp hr.symm).symm
  · intro h
    rw [hr, h, sub_self, dotProduct_zero]

/-- Direct elimination minus the modified equation gives a positive semidefinite kinetic
difference, which is zero exactly when `M` maps the range of the gradient into itself. -/
theorem spin_free_difference {D : Matrix m n ℝ} {M : Matrix m m ℝ}
    (hD : Function.Injective D.mulVec) (hM : M.PosDef) :
    (eliminatedKinetic D M - modifiedKinetic D M).PosSemidef ∧
      (eliminatedKinetic D M - modifiedKinetic D M = 0 ↔
        ∀ x, ∃ y, M *ᵥ (D *ᵥ x) = D *ᵥ y) := by
  refine ⟨?_, ?_, ?_⟩
  · have h := hM.posSemidef.conjTranspose_mul_mul_same (residual D M)
    rwa [Matrix.conjTranspose_eq_transpose_of_trivial, ← kinetic_difference hD hM] at h
  · intro h x
    have hT : (Dᵀ * D).det ≠ 0 := by
      have h1 := gram_det_ne_zero hD (Matrix.PosDef.one (n := m) (R := ℝ))
      rwa [Matrix.mul_one] at h1
    -- every `x` is the pseudo-large amplitude of some large component
    have hK : pseudoLarge D M * ((Dᵀ * D)⁻¹ * (Dᵀ * M * D)) = 1 := by
      rw [pseudoLarge, Matrix.mul_assoc (Dᵀ * M * D)⁻¹,
        Matrix.mul_nonsing_inv_cancel_left _ _ hT.isUnit,
        Matrix.nonsing_inv_mul _ (gram_det_ne_zero hD hM).isUnit]
    refine ⟨((Dᵀ * D)⁻¹ * (Dᵀ * M * D)) *ᵥ x, ?_⟩
    have hz := (energy_eq_iff hD hM (((Dᵀ * D)⁻¹ * (Dᵀ * M * D)) *ᵥ x)).mp
      (by rw [h, Matrix.zero_mulVec, dotProduct_zero])
    rwa [Matrix.mulVec_mulVec x (pseudoLarge D M), hK, Matrix.one_mulVec] at hz
  · intro h
    -- `M * residual` is both a gradient and transverse, hence zero
    have h0 : ∀ x, (M * residual D M) *ᵥ x = 0 := by
      intro x
      obtain ⟨y, hy⟩ := h (pseudoLarge D M *ᵥ x)
      have hv : (M * residual D M) *ᵥ x = D *ᵥ (x - y) := by
        rw [mul_residual D hM, Matrix.sub_mulVec, ← Matrix.mulVec_mulVec,
          ← Matrix.mulVec_mulVec, hy, Matrix.mulVec_sub]
      apply dotProduct_self_eq_zero.mp
      calc ((M * residual D M) *ᵥ x) ⬝ᵥ ((M * residual D M) *ᵥ x)
          = (D *ᵥ (x - y)) ⬝ᵥ ((M * residual D M) *ᵥ x) := by rw [← hv]
        _ = 0 := by
          rw [gradient_adjoint, Matrix.mulVec_mulVec, residual_transverse hD hM,
            Matrix.zero_mulVec, dotProduct_zero]
    have hR : M * residual D M = 0 :=
      Matrix.toLin'.injective (LinearMap.ext fun x => by
        rw [Matrix.toLin'_apply, h0 x, map_zero, LinearMap.zero_apply])
    rw [kinetic_difference hD hM, Matrix.mul_assoc, hR, Matrix.mul_zero]

/-- For an invertible square gradient matrix the two spin-free kinetic matrices agree. -/
theorem kinetic_eq_of_square {D M : Matrix n n ℝ} (hD : IsUnit D.det) (hM : M.PosDef) :
    eliminatedKinetic D M = modifiedKinetic D M := by
  have hinj : Function.Injective D.mulVec := by
    intro x y h
    have h' : D⁻¹ *ᵥ (D *ᵥ x) = D⁻¹ *ᵥ (D *ᵥ y) := congrArg (fun v => D⁻¹ *ᵥ v) h
    simpa only [Matrix.mulVec_mulVec, Matrix.nonsing_inv_mul _ hD,
      Matrix.one_mulVec] using h'
  refine sub_eq_zero.mp ((spin_free_difference hinj hM).2.mpr fun x => ?_)
  refine ⟨D⁻¹ *ᵥ (M *ᵥ (D *ᵥ x)), ?_⟩
  rw [Matrix.mulVec_mulVec _ D, Matrix.mul_nonsing_inv _ hD, Matrix.one_mulVec]

/-- Gradient matrix of one basis function whose gradient lies in the first of two small-component
channels. -/
def axisGradient : Matrix (Fin 2) (Fin 1) ℝ := !![1; 0]

/-- A symmetric matrix that couples two small-component channels. -/
def channelCoupling : Matrix (Fin 2) (Fin 2) ℝ := !![2, 1; 1, 1]

/-- For `axisGradient` and `channelCoupling` the two spin-free kinetic matrices differ
by `1/2`. -/
theorem kinetic_difference_example :
    eliminatedKinetic axisGradient channelCoupling
      - modifiedKinetic axisGradient channelCoupling = !![1 / 2] := by
  have hM : channelCoupling⁻¹ = !![1, -1; -1, 2] := by
    apply Matrix.inv_eq_right_inv
    ext i j
    fin_cases i <;> fin_cases j <;>
      norm_num [channelCoupling, Matrix.mul_apply, Fin.sum_univ_two]
  have hW : (axisGradientᵀ * channelCoupling * axisGradient)⁻¹ = !![1 / 2] := by
    apply Matrix.inv_eq_right_inv
    ext i j
    fin_cases i; fin_cases j
    norm_num [axisGradient, channelCoupling, Matrix.mul_apply, Fin.sum_univ_two]
  have hT : axisGradientᵀ * axisGradient = 1 := by
    ext i j
    fin_cases i; fin_cases j
    norm_num [axisGradient, Matrix.mul_apply, Fin.sum_univ_two]
  unfold eliminatedKinetic modifiedKinetic pseudoLarge
  rw [hM, hW, hT, Matrix.one_mul, Matrix.mul_one]
  ext i j
  fin_cases i; fin_cases j
  norm_num [axisGradient, Matrix.mul_apply, Fin.sum_univ_two]

end

end SpinSeparation
```

```lean
#print axioms SpinSeparation.spin_free_difference
#print axioms SpinSeparation.kinetic_eq_of_square
#print axioms SpinSeparation.kinetic_difference_example
```

```
'SpinSeparation.spin_free_difference' depends on axioms: [propext, Classical.choice, Quot.sound]
'SpinSeparation.kinetic_eq_of_square' depends on axioms: [propext, Classical.choice, Quot.sound]
'SpinSeparation.kinetic_difference_example' depends on axioms: [propext, Classical.choice, Quot.sound]
```

## What the theorems cover

In the code, `eliminatedKinetic`, `modifiedKinetic`, `pseudoLarge` and `residual` are $T_e$, $T_m$, $K$ and $R$. The index types `m` and `n` are arbitrary finite types. `Function.Injective D.mulVec` is full column rank, and `M.PosDef` includes symmetry. The main theorem, `spin_free_difference`, states positivity together with the equivalence; range invariance appears as `∀ x, ∃ y, M *ᵥ (D *ᵥ x) = D *ᵥ y`.

The proof follows the derivation:

- `gradient_adjoint` moves $D$ across a dot product, and `gram_det_ne_zero` supplies the invertibility of $D^TMD$.
- `mul_residual` and `residual_transverse` compute $MR$ and $D^TMR$. The `calc` block in `kinetic_difference` then inserts $M^{-1}M$ and subtracts the vanishing cross term.
- `energy_eq_iff` is the single-vector condition. In `spin_free_difference`, `hK` is the statement $Kz=x$ in matrix form, and the last `calc` block shows $|MRx|^2=0$.
- `kinetic_eq_of_square` treats invertible square $D$, and `kinetic_difference_example` evaluates the two-channel case entry by entry.

The theorems concern real, finite matrices at one fixed $M$. They neither derive the two equations from the Dirac equation nor treat the dependence of $M$ on $\varepsilon$, and they give no bound on the size of the difference. In a finite basis, a nonzero difference can reflect basis incompleteness as well as the removal of spin, and the identity does not separate the two. The inverse in $T_e$ is that of the matrix $M$; outside a grid representation, it need not equal the matrix of the reciprocal function. Floating-point error is not modelled.
